# A strict volume advantage over all rival mixtures puts a phase on the high-pressure hull, for finitely many phases of fixed energy and volume

Under compression, a compound can become stable against decomposition, or lose that stability. At pressure $P$ and zero temperature the competition is decided by enthalpy, and the term $PV$ favours small volume. The question is whether a volume advantage always wins in the end, and from what pressure on.

Let phase $i$ have composition $x_i$, with components $x_{ia}$, energy $E_i$ and volume $V_i$, all per atom, and enthalpy $H_i=E_i+PV_i$. A mixture at the composition of phase $k$ has weights $w_i\ge 0$ with $\sum_i w_i=1$ and $\sum_i w_i x_{ia}=x_{ka}$ for every $a$. It is a rival of $k$ if $w_k=0$. Write $\langle f\rangle_w=\sum_i w_i f_i$.

## A sufficient pressure and a crossover pressure

Suppose every rival has $\langle V\rangle_w\ge V_k+\delta$ with $\delta>0$, and every other phase has energy at least $e$. Then, for any chosen margin $m$,

$$P\ge \max\left(0,\frac{E_k-e+m}{\delta}\right)\quad\Longrightarrow\quad \langle H\rangle_w\ge H_k+m$$

for every rival. With $m=0$, no mixture at the composition of $k$ has lower enthalpy than $k$, which is what it means for phase $k$ to be on the hull.

If instead some rival has $\langle V\rangle_w<V_k$, it has lower enthalpy than $k$ exactly when

$$P>\frac{\langle E\rangle_w-E_k}{V_k-\langle V\rangle_w}.$$

## Screening compounds under pressure

In electronic-structure searches for high-pressure compounds, a first estimate of the hull can add $PV_i$ to energies computed at one fixed volume per phase; the result applies to that estimate, in which compression is neglected. The gap $\delta$ comes from a linear programme: minimise $\langle V\rangle_w$ over the rival weights and subtract $V_k$.

Take a compound AB with $E=-3.0$ eV and $V=10$ Å$^3$ per atom, and elements A ($-3.4$ eV, $12$ Å$^3$) and B ($-3.0$ eV, $10$ Å$^3$). The only rival is the equal mixture, with $-3.2$ eV and $11$ Å$^3$. Here $\delta=1$ Å$^3$ and $e=-3.4$ eV, so the bound guarantees stability from $0.4$ eV/Å$^3$, about 64 GPa. AB actually reaches the hull at $0.2$ eV/Å$^3$, about 32 GPa. The bound is sufficient but not sharp, because it uses the lowest single energy in place of the mixture's energy.

## From volumes to enthalpies

**Only rivals need comparison.** Let $w$ be any mixture at the composition of $k$. If $w_k=1$, all other weights vanish and $\langle H\rangle_w=H_k$. If $w_k<1$, set $v_k=0$ and $v_i=w_i/(1-w_k)$ for $i\ne k$. For every property $f$,

$$\langle f\rangle_v=\frac{\langle f\rangle_w-w_kf_k}{1-w_k}.$$

Taking $f=1$ and then each composition component shows that $v$ is a rival. Taking $f=H$ gives

$$\langle H\rangle_w-H_k=(1-w_k)\left(\langle H\rangle_v-H_k\right),$$

so if no rival lies below $k$, no mixture does.

**A strict advantage is a uniform gap.** The rival weights form a closed subset of the unit cube, hence a compact set. If it is nonempty, the continuous function $\langle V\rangle_w$ has a minimum at some rival $u$, and $\delta=\langle V\rangle_u-V_k>0$. If there are no rivals, any positive $\delta$ serves.

**The gap gives the margin.** Since $w_k=0$, $\langle E\rangle_w\ge e$. For $P\ge\max(0,(E_k-e+m)/\delta)$,

$$\langle H\rangle_w-H_k=\langle E\rangle_w-E_k+P(\langle V\rangle_w-V_k)\ge e-E_k+P\delta\ge m.$$

A suitable $e$ always exists, for example $-\sum_j|E_j|$.

**Unbounded margins require the advantage.** If some rival has $\langle V\rangle_w\le V_k$, then for $P\ge0$ its margin is at most $\langle E\rangle_w-E_k$, so it cannot exceed every bound.

**A smaller-volume rival wins.** The inequality $\langle H\rangle_w<H_k$ rearranges to $\langle E\rangle_w-E_k<P(V_k-\langle V\rangle_w)$. Division by the positive volume difference gives the crossover.

## The Lean file

```lean
import Mathlib

open Finset

namespace HullUnderPressure

noncomputable section

variable {ι κ : Type*} [Fintype ι]

/-- The average of a phase property `f` over a mixture with weights `w`. -/
def mix (w f : ι → ℝ) : ℝ := ∑ i, w i * f i

/-- The enthalpy `E i + P V i` of phase `i` at pressure `P`. -/
def enthalpy (E V : ι → ℝ) (P : ℝ) (i : ι) : ℝ := E i + P * V i

/-- The mixtures of phases that have the composition of phase `k`: nonnegative weights
with sum one whose average composition is `x k`. -/
def mixtures (x : ι → κ → ℝ) (k : ι) : Set (ι → ℝ) :=
  {w | (∀ i, 0 ≤ w i) ∧ ∑ i, w i = 1 ∧ ∀ a, mix w (fun i => x i a) = x k a}

/-- The rival mixtures of phase `k`: those at its composition that do not contain it. -/
def rivals (x : ι → κ → ℝ) (k : ι) : Set (ι → ℝ) :=
  {w | w ∈ mixtures x k ∧ w k = 0}

/-- Phase `k` lies on the hull of `H`: no mixture at its composition has a lower value. -/
def OnHull (x : ι → κ → ℝ) (H : ι → ℝ) (k : ι) : Prop :=
  ∀ w ∈ mixtures x k, H k ≤ mix w H

/-- Phase `k` lies strictly above the hull of `H`: some mixture at its composition has a
lower value. -/
def AboveHull (x : ι → κ → ℝ) (H : ι → ℝ) (k : ι) : Prop :=
  ∃ w ∈ mixtures x k, mix w H < H k

/-- The enthalpy of a mixture is its energy plus pressure times its volume. -/
theorem mix_enthalpy (w E V : ι → ℝ) (P : ℝ) :
    mix w (enthalpy E V P) = mix w E + P * mix w V := by
  simp only [mix, enthalpy, Finset.mul_sum, ← Finset.sum_add_distrib]
  exact Finset.sum_congr rfl fun i _ => by ring

/-- A phase lies on the hull exactly when no mixture of the other phases at its composition
has a lower value. -/
theorem onHull_iff_rivals (x : ι → κ → ℝ) (H : ι → ℝ) (k : ι) :
    OnHull x H k ↔ ∀ w ∈ rivals x k, H k ≤ mix w H := by
  classical
  refine ⟨fun h w hw => h w hw.1, fun h w hw => ?_⟩
  obtain ⟨hw0, hw1, hwx⟩ := hw
  have hs := Finset.add_sum_erase Finset.univ w (Finset.mem_univ k)
  have hr : 0 ≤ ∑ i ∈ Finset.univ.erase k, w i := Finset.sum_nonneg fun i _ => hw0 i
  have hk1 : w k ≤ 1 := by linarith
  rcases eq_or_lt_of_le hk1 with ht | ht
  · -- the mixture is pure phase `k`
    have hz := (Finset.sum_eq_zero_iff_of_nonneg (fun i _ => hw0 i)).1
      (by linarith : ∑ i ∈ Finset.univ.erase k, w i = 0)
    have hm : mix w H = H k := by
      unfold mix
      rw [Finset.sum_eq_single k
        (fun i _ hi => by
          rw [hz i (Finset.mem_erase.2 ⟨hi, Finset.mem_univ i⟩), zero_mul])
        (fun hn => absurd (Finset.mem_univ k) hn), ht, one_mul]
    exact hm.ge
  · -- remove phase `k` and renormalise the remaining weights
    have hpos : 0 < 1 - w k := by linarith
    let v : ι → ℝ := fun i => if i = k then 0 else w i / (1 - w k)
    have key : ∀ f : ι → ℝ, mix v f = (mix w f - w k * f k) / (1 - w k) := by
      intro f
      have hi : ∀ i, v i * f i =
          (w i * f i - if i = k then w k * f k else 0) / (1 - w k) := by
        intro i
        by_cases hik : i = k
        · subst hik
          simp [v]
        · simp only [v, if_neg hik]
          ring
      unfold mix
      rw [Finset.sum_congr rfl fun i _ => hi i, ← Finset.sum_div,
        Finset.sum_sub_distrib]
      simp
    have hv : v ∈ rivals x k := by
      refine ⟨⟨fun i => ?_, ?_, fun a => ?_⟩, by simp [v]⟩
      · by_cases hik : i = k
        · simp [v, hik]
        · simp only [v, if_neg hik]
          exact div_nonneg (hw0 i) hpos.le
      · have h1 := key (fun _ => 1)
        simp only [mix, mul_one] at h1
        rw [h1, hw1, div_self hpos.ne']
      · rw [key, hwx a, div_eq_iff hpos.ne']
        ring
    have h2 := h v hv
    rw [key, le_div_iff₀ hpos] at h2
    linarith

/-- If phase `k` has strictly smaller volume than every rival mixture, then one positive
gap `δ` separates its volume from those of all rival mixtures. -/
theorem uniform_volume_gap (x : ι → κ → ℝ) (V : ι → ℝ) (k : ι)
    (h : ∀ w ∈ rivals x k, V k < mix w V) :
    ∃ δ > 0, ∀ w ∈ rivals x k, V k + δ ≤ mix w V := by
  have hcont : ∀ f : ι → ℝ, Continuous fun w : ι → ℝ => mix w f := fun f =>
    continuous_finsetSum _ fun i _ => (continuous_apply i).mul continuous_const
  -- the rival weights form a closed subset of the unit cube
  have h1 : IsClosed {w : ι → ℝ | ∀ i, 0 ≤ w i} := by
    rw [Set.ofPred_forall]
    exact isClosed_iInter fun i => isClosed_le continuous_const (continuous_apply i)
  have h2 : IsClosed {w : ι → ℝ | ∑ i, w i = 1} :=
    isClosed_eq (continuous_finsetSum _ fun i _ => continuous_apply i) continuous_const
  have h3 : IsClosed {w : ι → ℝ | ∀ a, mix w (fun i => x i a) = x k a} := by
    rw [Set.ofPred_forall]
    exact isClosed_iInter fun a => isClosed_eq (hcont _) continuous_const
  have h4 : IsClosed {w : ι → ℝ | w k = 0} :=
    isClosed_eq (continuous_apply k) continuous_const
  have hclosed : IsClosed (rivals x k) := (h1.inter (h2.inter h3)).inter h4
  have hsub : rivals x k ⊆ Set.Icc (0 : ι → ℝ) 1 := by
    intro w hw
    refine ⟨fun i => hw.1.1 i, fun i => ?_⟩
    have hi := Finset.single_le_sum (fun j _ => hw.1.1 j) (Finset.mem_univ i)
    rw [hw.1.2.1] at hi
    exact hi
  have hcomp : IsCompact (rivals x k) := isCompact_Icc.of_isClosed_subset hclosed hsub
  rcases (rivals x k).eq_empty_or_nonempty with he | hne
  · exact ⟨1, one_pos, fun w hw => by simp [he] at hw⟩
  · obtain ⟨u, hu, hmin⟩ := hcomp.exists_isMinOn hne (hcont V).continuousOn
    refine ⟨mix u V - V k, sub_pos.2 (h u hu), fun w hw => ?_⟩
    have := isMinOn_iff.1 hmin w hw
    linarith

/-- If all rival mixtures exceed the volume of phase `k` by at least `δ > 0` and all other
phases have energy at least `e`, then at every nonnegative pressure from `(E k - e + m) / δ`
on, phase `k` lies at least `m` below every rival mixture in enthalpy. -/
theorem margin_of_volume_gap (x : ι → κ → ℝ) (E V : ι → ℝ) (k : ι) {δ e m P : ℝ}
    (hδ : 0 < δ) (hV : ∀ w ∈ rivals x k, V k + δ ≤ mix w V)
    (hE : ∀ i, i ≠ k → e ≤ E i) (hP0 : 0 ≤ P) (hP : (E k - e + m) / δ ≤ P) :
    ∀ w ∈ rivals x k, enthalpy E V P k + m ≤ mix w (enthalpy E V P) := by
  intro w hw
  have he : e ≤ mix w E := by
    calc e = ∑ i, w i * e := by rw [← Finset.sum_mul, hw.1.2.1, one_mul]
      _ ≤ mix w E := by
        refine Finset.sum_le_sum fun i _ => ?_
        by_cases hik : i = k
        · rw [hik, hw.2, zero_mul, zero_mul]
        · exact mul_le_mul_of_nonneg_left (hE i hik) (hw.1.1 i)
  have h1 := mul_le_mul_of_nonneg_left (hV w hw) hP0
  rw [div_le_iff₀ hδ] at hP
  rw [mix_enthalpy]
  simp only [enthalpy]
  linarith

/-- Phase `k` has strictly smaller volume than every rival mixture exactly when, for each
margin `m`, it lies at least `m` below all of them in enthalpy at all large pressures. -/
theorem densest_iff_margin_unbounded (x : ι → κ → ℝ) (E V : ι → ℝ) (k : ι) :
    (∀ w ∈ rivals x k, V k < mix w V) ↔
      ∀ m : ℝ, ∃ P₀, ∀ P ≥ P₀, ∀ w ∈ rivals x k,
        enthalpy E V P k + m ≤ mix w (enthalpy E V P) := by
  constructor
  · intro h m
    obtain ⟨δ, hδ, hV⟩ := uniform_volume_gap x V k h
    have hE : ∀ i, i ≠ k → -∑ j, |E j| ≤ E i := fun i _ => by
      have h1 := Finset.single_le_sum (f := fun j => |E j|)
        (fun j _ => abs_nonneg (E j)) (Finset.mem_univ i)
      have h2 := neg_abs_le (E i)
      linarith
    exact ⟨max 0 ((E k - (-∑ j, |E j|) + m) / δ), fun P hP =>
      margin_of_volume_gap x E V k hδ hV hE
        ((le_max_left _ _).trans hP) ((le_max_right _ _).trans hP)⟩
  · intro h w hw
    by_contra hn
    -- without a volume advantage the margin at nonnegative pressure is below `mix w E - E k + 1`
    obtain ⟨P₀, hP⟩ := h (mix w E - E k + 1)
    have h1 := hP (max P₀ 0) (le_max_left _ _) w hw
    have h2 := mul_le_mul_of_nonneg_left (not_lt.1 hn) (le_max_right P₀ 0)
    rw [mix_enthalpy] at h1
    simp only [enthalpy] at h1
    linarith

/-- A mixture of smaller volume than phase `k` has lower enthalpy than `k` exactly above the
crossover pressure, `mix w E - E k` divided by `V k - mix w V`. -/
theorem crossover_pressure (w E V : ι → ℝ) (k : ι) (P : ℝ) (h : mix w V < V k) :
    mix w (enthalpy E V P) < enthalpy E V P k ↔
      (mix w E - E k) / (V k - mix w V) < P := by
  rw [mix_enthalpy, div_lt_iff₀ (sub_pos.2 h)]
  simp only [enthalpy]
  constructor <;> intro h1 <;> linarith

/-- If phase `k` has strictly smaller volume than every rival mixture, it lies on the enthalpy
hull at all large pressures; if some rival mixture has smaller volume, phase `k` lies strictly
above the hull at all large pressures. -/
theorem hull_at_high_pressure (x : ι → κ → ℝ) (E V : ι → ℝ) (k : ι) :
    ((∀ w ∈ rivals x k, V k < mix w V) →
      ∃ P₀, ∀ P ≥ P₀, OnHull x (enthalpy E V P) k) ∧
    ((∃ w ∈ rivals x k, mix w V < V k) →
      ∃ P₀, ∀ P ≥ P₀, AboveHull x (enthalpy E V P) k) := by
  constructor
  · intro h
    obtain ⟨P₀, hP₀⟩ := (densest_iff_margin_unbounded x E V k).1 h 0
    refine ⟨P₀, fun P hP => (onHull_iff_rivals x _ k).2 fun w hw => ?_⟩
    have := hP₀ P hP w hw
    linarith
  · rintro ⟨w, hw, hV⟩
    refine ⟨(mix w E - E k) / (V k - mix w V) + 1, fun P hP => ⟨w, hw.1, ?_⟩⟩
    exact (crossover_pressure w E V k P hV).2 (by linarith)

/-- If a rival mixture has the same volume as phase `k` and lower energy, then phase `k` lies
strictly above the enthalpy hull at every pressure. -/
theorem aboveHull_of_equal_volume (x : ι → κ → ℝ) (E V : ι → ℝ) (k : ι) (w : ι → ℝ)
    (hw : w ∈ rivals x k) (hV : mix w V = V k) (hE : mix w E < E k) (P : ℝ) :
    AboveHull x (enthalpy E V P) k := by
  refine ⟨w, hw.1, ?_⟩
  rw [mix_enthalpy, hV]
  simp only [enthalpy]
  linarith

end

end HullUnderPressure
```

```lean
#print axioms HullUnderPressure.hull_at_high_pressure
#print axioms HullUnderPressure.aboveHull_of_equal_volume
```

```
'HullUnderPressure.hull_at_high_pressure' depends on axioms: [propext, Classical.choice, Quot.sound]
'HullUnderPressure.aboveHull_of_equal_volume' depends on axioms: [propext, Classical.choice, Quot.sound]
```

## Phases, mixtures and hull in Lean

The finite type `ι` labels phases and `κ` labels composition components. `mix w f` is $\langle f\rangle_w$, and `mixtures x k` and `rivals x k` are the two sets of weights above. `OnHull` says that no mixture has lower enthalpy, so ties count as on the hull; `AboveHull` is its negation.

`hull_at_high_pressure` has two parts. Strictly smaller volume than every rival gives a pressure `P₀` from which `k` is on the hull. One rival of smaller volume gives a `P₀` from which `k` is strictly above it.

The first part needs strictness: volume no larger than that of any rival is not enough. Take two phases of equal composition and volume, with energies 0 and 1. The second stays above the hull by 1 at every pressure. `aboveHull_of_equal_volume` states this for any rival mixture of equal volume and lower energy.

`E` and `V` do not depend on `P`. Real phases compress, each at its own rate, so their volume order can change. At zero temperature the enthalpy of a compressible phase grows with pressure at the rate $V_i(P)$, so a rival's enthalpy minus that of $k$ changes by the integral of their volume difference over pressure. If every phase can be followed continuously from zero pressure to $P$, phase $k$ is on the hull at $P$ exactly when, for every rival, this integral from zero pressure to $P$ is at least $E_k-\langle E\rangle_w$, with the energies taken at zero pressure. A smaller volume at zero pressure alone does not ensure this. Mixtures are coexisting phases without interface energy, and entropy is absent.

## How the lemmas fit together

- `mix_enthalpy` splits a mixture's enthalpy into energy and $PV$ parts.
- `onHull_iff_rivals` removes phase `k`. Its inner statement `key` is the formula for $\langle f\rangle_v$, used for the weight sum, the composition and the enthalpy.
- `uniform_volume_gap` proves closedness condition by condition, and `exists_isMinOn` supplies the minimising rival.
- `margin_of_volume_gap` bounds the mixture energy term by term; `linarith` then combines it with the volume gap.
- `densest_iff_margin_unbounded` shows that having strictly smaller volume than every rival is equivalent to margins that eventually exceed every bound. For the converse it requests a margin of `mix w E - E k + 1`, which a rival without larger volume contradicts.
- `crossover_pressure` is the rearrangement with division by a positive volume difference.

The main theorem takes margin zero for its first part and a pressure one unit above the crossover for its second.
